# The Thomas-Fermi screened empty-core potential is repulsive inside the core and has form factor $-4\pi Z\cos(qc)/(q^2+m^2)$

Let an ion of valence $Z>0$ have an empty core of radius $c>0$, and let electrons with Thomas-Fermi inverse screening length $m>0$ screen it linearly. In Gaussian units with $e^2=1$, the potential energy of an electron at distance $r$ from the nucleus is then $V(r)=u(r)/r$ with

$$u(r)=\begin{cases} Z e^{-mc}\sinh(mr), & r\le c,\\ -Z\cosh(mc)\,e^{-mr}, & r>c.\end{cases}$$

It is positive in the core and negative outside, and for every wave number $q\neq0$

$$\frac{4\pi}{q}\int_0^\infty u(r)\sin(qr)\,dr=-\frac{4\pi Z\cos(qc)}{q^2+m^2}.$$

"Repulsive" refers here to the sign of the potential energy relative to infinity. That sign is read directly from $u$.

```lean
import Mathlib

open Real Set MeasureTheory Filter Topology

namespace ScreenedEmptyCore

noncomputable section
```

## The bare ion and its screening cloud

In a pseudopotential description of a simple metal, the orthogonality of the valence states to the core states acts as a repulsion that largely cancels the ion's attraction inside the core. The empty-core model makes this cancellation complete: the bare potential is zero up to $c$ and $-Z/r$ beyond. Units are Gaussian with $e^2=1$, and all potentials are potential energies of an electron. Multiplied by $r$, the bare potential is a step.

```lean
/-- Bare empty-core potential times `r`: zero up to the core radius `c`, and `-Z` beyond. -/
def bareU (Z c r : ℝ) : ℝ := if r ≤ c then 0 else -Z
```

The conduction electrons respond to the total potential $V$. In linearised Thomas-Fermi theory their density changes locally by $\delta n=-(m^2/4\pi)V$, where $m^2/4\pi$ is the rate at which the density of the electron gas grows with its chemical potential. The letter $m$ is thus an inverse length, often written $k_{\rm TF}$, and not a mass. Poisson's equation for the induced part, $\nabla^2V_{\rm ind}=-4\pi\,\delta n$, becomes, with $w=rV_{\rm ind}$,

$$w''=m^2u,\qquad u=w+rV_{\rm bare}.$$

Away from $c$ the bare term is constant, so $u''=m^2u$. Regularity at the nucleus selects $A\sinh(mr)$ inside, and decay selects $Be^{-mr}$ outside. At the edge $w$ and $w'$ are continuous, so $u$ steps down by $Z$ while its slope is continuous:

$$A\sinh(mc)-Be^{-mc}=Z,\qquad A\cosh(mc)=-Be^{-mc}.$$

Hence $A=Ze^{-mc}$ and $B=-Z\cosh(mc)$. In the code this solution is a definition, `radialU`, which takes the inner value at $r=c$.

```lean
/-- Screened empty-core potential times `r`, with inverse screening length `m`;
the value at `r = c` is the one from inside. -/
def radialU (Z m c r : ℝ) : ℝ :=
  if r ≤ c then Z * exp (-(m * c)) * sinh (m * r)
  else -(Z * cosh (m * c)) * exp (-(m * r))
```

The electrons' share $w$ is the difference between the screened and the bare function.

```lean
/-- Potential of the screening electrons times `r`: screened minus bare. -/
def inducedU (Z m c r : ℝ) : ℝ := radialU Z m c r - bareU Z c r
```

Division by $r$ gives the potential itself.

```lean
/-- The screened empty-core potential at distance `r > 0` from the nucleus. -/
def screenedV (Z m c r : ℝ) : ℝ := radialU Z m c r / r
```

For a central potential the angular part of the Fourier integral is elementary:

$$\int V(r)e^{-i\mathbf q\cdot\mathbf r}\,d^3r=4\pi\int_0^\infty r^2V(r)\frac{\sin(qr)}{qr}\,dr=\frac{4\pi}{q}\int_0^\infty rV(r)\sin(qr)\,dr.$$

The definition of `formFactor` starts from the last expression. It carries no division by the volume per ion, which many textbooks include.

```lean
/-- Form factor of a central potential `V` at wave number `q ≠ 0`: its three-dimensional
Fourier integral after the angles have been integrated out. -/
def formFactor (V : ℝ → ℝ) (q : ℝ) : ℝ :=
  4 * π / q * ∫ r in Ioi (0 : ℝ), r * V r * sin (q * r)
```

## The screened function satisfies the Thomas-Fermi equation

Every derivative below uses the chain rule for $r\mapsto ar$.

```lean
/-- The scaled distance `a r` changes at the rate `a`. -/
theorem hasDerivAt_scale (a r : ℝ) : HasDerivAt (fun x : ℝ => a * x) a r :=
  ((hasDerivAt_id' r).const_mul a).congr_deriv (mul_one a)
```

The matching at the edge rests on $\cosh x+\sinh x=e^x$, multiplied by $e^{-x}$.

```lean
/-- For every real `x`, the sum `cosh x + sinh x` multiplied by `exp (-x)` is one. -/
theorem edge_identity (x : ℝ) : exp (-x) * (cosh x + sinh x) = 1 := by
  rw [Real.cosh_add_sinh, ← Real.exp_add, neg_add_cancel, Real.exp_zero]
```

Subtracting the bare step from $u$ gives

$$w(r)=\begin{cases}Ze^{-mc}\sinh(mr), & r\le c,\\ Z-Z\cosh(mc)\,e^{-mr}, & r\ge c.\end{cases}$$

At $r=c$ the two values agree by the edge identity, and both slopes equal $Zme^{-mc}\cosh(mc)$. A second differentiation gives $m^2Ze^{-mc}\sinh(mr)$ inside and $-m^2Z\cosh(mc)e^{-mr}$ outside, which is $m^2u$ in both regions.

The theorem states this for all real $Z$, $m$, $c$ and $r$: `inducedU` is differentiable everywhere, and for `r ≠ c` its derivative has derivative `m ^ 2 * radialU Z m c r`. In the proof, `hin` and `hout` are the two formulas for $w$, while `din` and `dout` are their one-sided derivatives. At the edge the two half-lines are joined by `union`. Away from it, `deriv` agrees with an explicit formula near the point, and that formula is differentiated again.

```lean
/-- Linearised Thomas-Fermi equation: the induced potential times `r` is differentiable
everywhere, and away from the core edge its second derivative is `m ^ 2` times the
screened potential times `r`. -/
theorem thomas_fermi_equation (Z m c : ℝ) :
    Differentiable ℝ (inducedU Z m c) ∧
    ∀ r, r ≠ c → HasDerivAt (deriv (inducedU Z m c)) (m ^ 2 * radialU Z m c r) r := by
  have hin : ∀ x, x ≤ c → inducedU Z m c x = Z * exp (-(m * c)) * sinh (m * x) := by
    intro x hx
    rw [inducedU, radialU, bareU, if_pos hx, if_pos hx, sub_zero]
  have hout : ∀ x, c ≤ x →
      inducedU Z m c x = Z - Z * cosh (m * c) * exp (-(m * x)) := by
    intro x hx
    rcases hx.eq_or_lt with h | h
    · subst h
      rw [hin c le_rfl]
      linear_combination Z * edge_identity (m * c)
    · rw [inducedU, radialU, bareU, if_neg (not_le_of_gt h), if_neg (not_le_of_gt h)]
      ring
  have dexp : ∀ x, HasDerivAt (fun y => exp (-(m * y))) (exp (-(m * x)) * (-m)) x :=
    fun x => (hasDerivAt_scale m x).fun_neg.exp
  have din : ∀ x, x ≤ c → HasDerivWithinAt (inducedU Z m c)
      (Z * exp (-(m * c)) * (cosh (m * x) * m)) (Iic c) x := fun x hx =>
    (((hasDerivAt_scale m x).sinh.const_mul _).hasDerivWithinAt).congr
      (fun y hy => hin y hy) (hin x hx)
  have dout : ∀ x, c ≤ x → HasDerivWithinAt (inducedU Z m c)
      (-(Z * cosh (m * c) * (exp (-(m * x)) * (-m)))) (Ici c) x := fun x hx =>
    ((((dexp x).const_mul _).const_sub Z).hasDerivWithinAt).congr
      (fun y hy => hout y hy) (hout x hx)
  have din' := fun x (hx : x < c) => (din x hx.le).hasDerivAt (Iic_mem_nhds hx)
  have dout' := fun x (hx : c < x) => (dout x hx.le).hasDerivAt (Ici_mem_nhds hx)
  constructor
  · intro r
    rcases lt_trichotomy r c with h | h | h
    · exact (din' r h).differentiableAt
    · -- at the edge the two one-sided slopes agree
      subst h
      have h2 := (dout r le_rfl).congr_deriv
        (show _ = Z * exp (-(m * r)) * (cosh (m * r) * m) by ring)
      have h3 := (din r le_rfl).union h2
      rw [Iic_union_Ici, hasDerivWithinAt_univ] at h3
      exact h3.differentiableAt
    · exact (dout' r h).differentiableAt
  · intro r hr
    rcases lt_or_gt_of_ne hr with h | h
    · have h2 := ((hasDerivAt_scale m r).cosh.mul_const m).const_mul (Z * exp (-(m * c)))
      refine (h2.congr_of_eventuallyEq ?_).congr_deriv ?_
      · filter_upwards [Iio_mem_nhds h] with x hx
        exact (din' x hx).deriv
      · rw [radialU, if_pos h.le]
        ring
    · have h2 := (((dexp r).mul_const (-m)).const_mul (Z * cosh (m * c))).fun_neg
      refine (h2.congr_of_eventuallyEq ?_).congr_deriv ?_
      · filter_upwards [Ioi_mem_nhds h] with x hx
        exact (dout' x hx).deriv
      · rw [radialU, if_neg (not_le_of_gt h)]
        ring
```

What the equation takes for granted about a real metal is the linear, local response of the electrons; near an ion the potential need not be weak or slowly varying.

## The sine transform, region by region

In the core, the product rule gives

$$\frac{d}{dr}\bigl[m\cosh(mr)\sin(qr)-q\sinh(mr)\cos(qr)\bigr]=(m^2+q^2)\sinh(mr)\sin(qr),$$

because the mixed terms $mq\cosh(mr)\cos(qr)$ cancel. The bracket vanishes at $r=0$, so

$$(m^2+q^2)\int_0^c\sinh(mr)\sin(qr)\,dr=m\cosh(mc)\sin(qc)-q\sinh(mc)\cos(qc).$$

The derivative is `hd` in the proof, and the fundamental theorem of calculus does the rest.

```lean
/-- The integral of `sinh (m r) * sin (q r)` from `0` to `c`, multiplied by `m ^ 2 + q ^ 2`. -/
theorem core_integral (m q c : ℝ) :
    (m ^ 2 + q ^ 2) * ∫ r in (0 : ℝ)..c, sinh (m * r) * sin (q * r) =
      m * cosh (m * c) * sin (q * c) - q * sinh (m * c) * cos (q * c) := by
  have hd : ∀ r, HasDerivAt
      (fun r => m * cosh (m * r) * sin (q * r) - q * sinh (m * r) * cos (q * r))
      ((m ^ 2 + q ^ 2) * (sinh (m * r) * sin (q * r))) r := by
    intro r
    have h1 := hasDerivAt_scale m r
    have h2 := hasDerivAt_scale q r
    refine HasDerivAt.congr_deriv (((h1.cosh.const_mul m).fun_mul h2.sin).fun_sub
      ((h1.sinh.const_mul q).fun_mul h2.cos)) ?_
    ring
  rw [← intervalIntegral.integral_const_mul,
    intervalIntegral.integral_eq_sub_of_hasDerivAt (fun x _ => hd x)
      (Continuous.intervalIntegrable (by fun_prop) _ _)]
  simp
```

In the tail, an antiderivative of $e^{-mr}\sin(qr)$ is

$$F(r)=\frac{-m\,e^{-mr}\sin(qr)-q\,e^{-mr}\cos(qr)}{m^2+q^2}.$$

For $m>0$ it tends to zero at infinity, so the integral from $c$ is

$$-F(c)=\frac{e^{-mc}\bigl(m\sin(qc)+q\cos(qc)\bigr)}{m^2+q^2}.$$

The bound $|e^{-mr}\sin(qr)|\le e^{-mr}$ gives absolute convergence. The same estimate, `hb` in the code, also squeezes both terms of $F$ to zero.

```lean
/-- For `m > 0` the exponential tail beyond `c` has a convergent sine transform,
with the value given. -/
theorem tail_integral {m : ℝ} (hm : 0 < m) (q c : ℝ) :
    IntegrableOn (fun r => exp (-(m * r)) * sin (q * r)) (Ioi c) ∧
    ∫ r in Ioi c, exp (-(m * r)) * sin (q * r) =
      exp (-(m * c)) * (m * sin (q * c) + q * cos (q * c)) / (m ^ 2 + q ^ 2) := by
  have hD : m ^ 2 + q ^ 2 ≠ 0 := by positivity
  have hb : ∀ r t : ℝ, |t| ≤ 1 → ‖exp (-(m * r)) * t‖ ≤ exp (-(m * r)) := by
    intro r t ht
    rw [norm_mul, Real.norm_eq_abs, Real.norm_eq_abs, Real.abs_exp]
    exact mul_le_of_le_one_right (Real.exp_pos _).le ht
  have hi : IntegrableOn (fun r => exp (-(m * r))) (Ioi c) := by
    simpa only [neg_mul] using exp_neg_integrableOn_Ioi c hm
  have hint : IntegrableOn (fun r => exp (-(m * r)) * sin (q * r)) (Ioi c) :=
    Integrable.mono' hi (Continuous.aestronglyMeasurable (by fun_prop))
      (ae_of_all _ fun r => hb r _ (Real.abs_sin_le_one _))
  refine ⟨hint, ?_⟩
  -- the antiderivative vanishes at infinity
  have he : Tendsto (fun r => exp (-(m * r))) atTop (𝓝 0) :=
    Real.tendsto_exp_neg_atTop_nhds_zero.comp (tendsto_id.const_mul_atTop hm)
  have hs := squeeze_zero_norm (fun r => hb r (sin (q * r)) (Real.abs_sin_le_one _)) he
  have hc := squeeze_zero_norm (fun r => hb r (cos (q * r)) (Real.abs_cos_le_one _)) he
  have hl := ((hs.const_mul (-m)).sub (hc.const_mul q)).div_const (m ^ 2 + q ^ 2)
  rw [show (-m * 0 - q * 0) / (m ^ 2 + q ^ 2) = (0 : ℝ) by simp] at hl
  rw [integral_Ioi_of_hasDerivAt_of_tendsto' (fun r _ => ?_) hint hl]
  · ring
  · have h1 := (hasDerivAt_scale m r).fun_neg.exp
    have h2 := hasDerivAt_scale q r
    refine HasDerivAt.congr_deriv ((((h1.fun_mul h2.sin).const_mul (-m)).fun_sub
      ((h1.fun_mul h2.cos).const_mul q)).div_const (m ^ 2 + q ^ 2)) ?_
    rw [div_eq_iff hD]
    ring
```

Weighting the core integral by $Ze^{-mc}$ and the tail integral by $-Z\cosh(mc)$, and adding, cancels the terms in $\sin(qc)$:

$$\int_0^\infty u(r)\sin(qr)\,dr=-\frac{Zq\cos(qc)}{q^2+m^2}\,e^{-mc}\bigl(\sinh(mc)+\cosh(mc)\bigr)=-\frac{Zq\cos(qc)}{q^2+m^2}.$$

The theorem gives both integrability and the value, for $m>0$, $c\ge0$ and any real $Z$ and $q$. Its proof splits the half-line into $(0,c]$ and $(c,\infty)$, replaces `radialU` by the formula valid on each part (`e1`, `e2`), and inserts the two integrals. The last line applies `edge_identity`.

```lean
/-- For `m > 0` and `c ≥ 0` the sine transform of the screened potential times `r`
converges, with the value given. -/
theorem sine_transform {m c : ℝ} (hm : 0 < m) (hc : 0 ≤ c) (Z q : ℝ) :
    IntegrableOn (fun r => radialU Z m c r * sin (q * r)) (Ioi 0) ∧
    ∫ r in Ioi (0 : ℝ), radialU Z m c r * sin (q * r) =
      -(Z * q * cos (q * c)) / (q ^ 2 + m ^ 2) := by
  have hD : m ^ 2 + q ^ 2 ≠ 0 := by positivity
  obtain ⟨ht, hT⟩ := tail_integral hm q c
  have e1 : EqOn (fun r => Z * exp (-(m * c)) * (sinh (m * r) * sin (q * r)))
      (fun r => radialU Z m c r * sin (q * r)) (Ioc 0 c) := by
    intro r hr
    simp only [radialU, if_pos hr.2]
    ring
  have e2 : EqOn (fun r => -(Z * cosh (m * c)) * (exp (-(m * r)) * sin (q * r)))
      (fun r => radialU Z m c r * sin (q * r)) (Ioi c) := by
    intro r hr
    simp only [radialU, if_neg (not_le_of_gt (mem_Ioi.1 hr))]
    ring
  have i1 := IntegrableOn.congr_fun (μ := volume)
    (Continuous.integrableOn_Ioc (by fun_prop)) e1 measurableSet_Ioc
  have i2 := IntegrableOn.congr_fun (μ := volume)
    (Integrable.const_mul ht _) e2 measurableSet_Ioi
  have hdis : Disjoint (Ioc 0 c) (Ioi c) :=
    Set.disjoint_left.2 fun x hx hx' => not_lt_of_ge hx.2 hx'
  rw [← Ioc_union_Ioi_eq_Ioi hc]
  refine ⟨i1.union i2, ?_⟩
  have hC := eq_div_of_mul_eq hD ((mul_comm _ _).trans (core_integral m q c))
  rw [setIntegral_union hdis measurableSet_Ioi i1 i2,
    ← setIntegral_congr_fun measurableSet_Ioc e1,
    ← setIntegral_congr_fun measurableSet_Ioi e2,
    integral_const_mul, integral_const_mul, hT,
    ← intervalIntegral.integral_of_le hc, hC]
  -- the core and tail terms combine through the edge identity
  linear_combination (-(Z * q * cos (q * c) / (m ^ 2 + q ^ 2))) * edge_identity (m * c)
```

## The form factor

For $r>0$ one has $r\cdot u(r)/r=u(r)$, so the integral in `formFactor` is the sine transform just found. Multiplication by $4\pi/q$ cancels the factor $q$:

$$\frac{4\pi}{q}\left(-\frac{Zq\cos(qc)}{q^2+m^2}\right)=-\frac{4\pi Z\cos(qc)}{q^2+m^2}.$$

The proof has the same two steps: `h` replaces the integrand, and the final line cancels $q$ using `hq`.

```lean
/-- Form factor of the Thomas-Fermi screened empty-core potential, for `m > 0`, `c ≥ 0`
and `q ≠ 0`. -/
theorem formFactor_screenedV {m c q : ℝ} (hm : 0 < m) (hc : 0 ≤ c) (hq : q ≠ 0) (Z : ℝ) :
    formFactor (screenedV Z m c) q = -(4 * π * Z * cos (q * c)) / (q ^ 2 + m ^ 2) := by
  have h : ∫ r in Ioi (0 : ℝ), r * screenedV Z m c r * sin (q * r) =
      ∫ r in Ioi (0 : ℝ), radialU Z m c r * sin (q * r) := by
    refine setIntegral_congr_fun measurableSet_Ioi fun r hr => ?_
    have hr0 : r ≠ 0 := (mem_Ioi.1 hr).ne'
    have h1 : r * screenedV Z m c r = radialU Z m c r := by
      rw [screenedV]
      field_simp
    simp only [h1]
  rw [formFactor, h, (sine_transform hm hc Z q).2]
  linear_combination (-(4 * π * Z * cos (q * c) / (q ^ 2 + m ^ 2))) * inv_mul_cancel₀ hq
```

Divided by the volume per ion, this expression supplies the plane-wave matrix elements of nearly-free-electron theory for a metal with one ion per cell, within linear static Thomas-Fermi screening.

The smallest core allowed is $c=0$. Then $u(r)=-Ze^{-mr}$, and the theorem gives the form factor $-4\pi Z/(q^2+m^2)$ of a screened point charge.

The condition $m>0$ cannot be relaxed to $m\ge0$. Take $m=0$, $c=0$, $Z=1$ and $q=1$: the integrand is $-\sin r$, which is not integrable on the half-line. Lean assigns such an integral the value zero, whereas the right-hand side is $-4\pi$.

## Signs and the value at the nucleus

For $Z,m,r>0$, each factor of $Ze^{-mc}\sinh(mr)/r$ is positive, and $-Z\cosh(mc)e^{-mr}/r$ is negative. The bare potential is zero in the core, so the repulsion there comes entirely from the screening electrons. The theorem has one implication for `r ≤ c` and one for `c < r`, and its proof multiplies the signs of the factors.

```lean
/-- For `Z > 0`, `m > 0` and `r > 0` the screened potential at `r` is positive (repulsive) inside
the core and negative (attractive) outside it. -/
theorem repulsive_core {Z m : ℝ} (hZ : 0 < Z) (hm : 0 < m) (c : ℝ) {r : ℝ} (hr : 0 < r) :
    (r ≤ c → 0 < screenedV Z m c r) ∧ (c < r → screenedV Z m c r < 0) := by
  constructor
  · intro h
    rw [screenedV, radialU, if_pos h]
    exact div_pos (mul_pos (mul_pos hZ (Real.exp_pos _))
      (Real.sinh_pos_iff.2 (mul_pos hm hr))) hr
  · intro h
    rw [screenedV, radialU, if_neg (not_le_of_gt h)]
    have h1 := mul_pos (mul_pos hZ (Real.cosh_pos (m * c))) (Real.exp_pos (-(m * r)))
    exact div_neg_of_neg_of_pos (by linarith) hr
```

The repulsion stays finite at the nucleus. Since $\sinh(mr)/r\to m$ as $r\to0^+$,

$$\lim_{r\to0^+}V(r)=Zm\,e^{-mc}\qquad(c>0).$$

In Lean the approach from the right is written `𝓝[>] 0`. The proof recognises $V(r)$ for $0<r\le c$ as the difference quotient at zero of $Ze^{-mc}\sinh(mr)$, whose derivative there is the stated limit.

```lean
/-- For a core radius `c > 0` the screened potential tends to the finite value
`Z m exp (-m c)` at the nucleus. -/
theorem central_value {c : ℝ} (hc : 0 < c) (Z m : ℝ) :
    Tendsto (screenedV Z m c) (𝓝[>] 0) (𝓝 (Z * m * exp (-(m * c)))) := by
  have hd : HasDerivAt (fun r => Z * exp (-(m * c)) * sinh (m * r))
      (Z * m * exp (-(m * c))) 0 := by
    refine HasDerivAt.congr_deriv ((hasDerivAt_scale m 0).sinh.const_mul _) ?_
    rw [mul_zero, Real.cosh_zero]
    ring
  refine hd.tendsto_slope_zero_right.congr' ?_
  filter_upwards [Ioc_mem_nhdsGT hc] with r hr
  simp only [screenedV, radialU, if_pos hr.2, zero_add, mul_zero, Real.sinh_zero,
    sub_zero, smul_eq_mul]
  ring

end

end ScreenedEmptyCore
```

```lean
#print axioms ScreenedEmptyCore.thomas_fermi_equation
#print axioms ScreenedEmptyCore.formFactor_screenedV
#print axioms ScreenedEmptyCore.repulsive_core
#print axioms ScreenedEmptyCore.central_value
```

```
'ScreenedEmptyCore.thomas_fermi_equation' depends on axioms: [propext, Classical.choice, Quot.sound]
'ScreenedEmptyCore.formFactor_screenedV' depends on axioms: [propext, Classical.choice, Quot.sound]
'ScreenedEmptyCore.repulsive_core' depends on axioms: [propext, Classical.choice, Quot.sound]
'ScreenedEmptyCore.central_value' depends on axioms: [propext, Classical.choice, Quot.sound]
```
